# Sums of m commuting projectors have their spectrum in {0, 1, …, m}

Take two commuting projectors $P$ and $Q$ and let $H = P + Q$. Where $Q = 1$, the Hamiltonian acts as $P + 1$; where $Q = 0$, it acts as $P$. In formulas, $HQ = (P+1)Q$ and $H(1-Q) = P(1-Q)$, so

$$H(H-1)(H-2)\,Q = (P+1)P(P-1)\,Q = 0,$$
$$H(H-1)(H-2)(1-Q) = P(P-1)(P-2)(1-Q) = 0,$$

because both lines contain $P(P-1) = P^2 - P = 0$. Adding them gives $H(H-1)(H-2) = 0$, which leaves only the energies 0, 1 and 2. The general case repeats this step, one projector at a time.

For stabilizer codes with commuting checks of equal strength, this restricts the possible energies without any diagonalisation, and distinct levels stay at least a fixed distance apart however many checks there are.

## The product over integer levels

```lean
import Mathlib

open Matrix

namespace CommutingProjectorHamiltonian
```

The first line loads the mathematical library Mathlib; the last opens a namespace, a common prefix for the names that follow.

```lean
/-- The ordered product `H (H - 1) ⋯ (H - (n - 1))` over the first `n` integer levels. -/
def levelProduct {R : Type*} [Ring R] (H : R) : ℕ → R
  | 0 => 1
  | n + 1 => levelProduct H n * (H - (n : R))
```

Write $L_n(H)$ for `levelProduct H n`. The definition is recursive: $L_0(H) = 1$ and $L_{n+1}(H) = L_n(H)\,(H - n)$, hence

$$L_n(H) = H(H-1)\cdots(H-(n-1)).$$

There are $n$ factors, so the product ending in $H - m$ is $L_{m+1}(H)$. `Ring R` says only that elements can be added, subtracted and multiplied, not necessarily commutatively. Matrices qualify, and so do bounded operators on an infinite-dimensional Hilbert space.

```lean
/-- The level product of `H + 1` over `n + 1` levels is `H + 1` times that of `H` over `n` levels.
-/
theorem levelProduct_shift {R : Type*} [Ring R] (H : R) (n : ℕ) :
    levelProduct (H + 1) (n + 1) = (H + 1) * levelProduct H n := by
  induction n with
  | zero => simp [levelProduct]
  | succ n ih =>
    have h : H + 1 - ((n + 1 : ℕ) : R) = H - (n : R) := by
      push_cast
      abel
    change levelProduct (H + 1) (n + 1) * (H + 1 - ((n + 1 : ℕ) : R))
      = (H + 1) * (levelProduct H n * (H - (n : R)))
    rw [ih, h, mul_assoc]
```

This reads $L_{n+1}(H+1) = (H+1)\,L_n(H)$. Written out, the left side is $(H+1)H(H-1)\cdots(H-(n-1))$, which is the right side.

Lean proves it by `induction`. For $n = 0$ both sides are $H+1$. In the step, the new last factor on the left is $(H+1)-(n+1) = H-n$, the fact called `h`, and this is also the factor that extends $L_n(H)$ to $L_{n+1}(H)$. The induction hypothesis `ih` handles the rest.

## Adding one projector

```lean
/-- Adding to `H` an idempotent `P` that commutes with it splits the level product into two
sectors: `H` is raised by one where `P = 1` and unchanged where `P = 0`. -/
theorem levelProduct_sectors {R : Type*} [Ring R] (H P : R) (hP : P * P = P)
    (hc : Commute H P) (n : ℕ) :
    levelProduct (H + P) n = levelProduct (H + 1) n * P + levelProduct H n * (1 - P) := by
  induction n with
  | zero => simp [levelProduct]
  | succ n ih =>
    -- in the sector P = 1 the new term acts as 1
    have h1 : P * (H + P - (n : R)) = (H + 1 - (n : R)) * P := by
      rw [mul_sub, mul_add, sub_mul, add_mul, one_mul, hP, hc.eq, (Nat.cast_commute n P).eq]
    -- in the sector P = 0 it acts as 0
    have h2 : (1 - P) * (H + P - (n : R)) = (H - (n : R)) * (1 - P) := by
      rw [sub_mul, one_mul, h1]
      simp only [sub_mul, add_mul, mul_sub, mul_one, one_mul]
      abel
    change levelProduct (H + P) n * (H + P - (n : R))
      = levelProduct (H + 1) n * (H + 1 - (n : R)) * P
        + levelProduct H n * (H - (n : R)) * (1 - P)
    rw [ih, add_mul]
    simp only [mul_assoc, h1, h2]
```

If $P^2 = P$ and $HP = PH$, then

$$L_n(H+P) = L_n(H+1)\,P + L_n(H)\,(1-P).$$

For $n = 0$ this is $1 = P + (1-P)$. For the step, multiply from the right by $H+P-n$ and move this factor past the sector projectors:

$$P(H+P-n) = HP + P - nP = (H+1-n)P,$$
$$(1-P)(H+P-n) = (H+P-n) - (H+1-n)P = (H-n)(1-P).$$

These are `h1` and `h2` in the code. Each sector thereby acquires the next factor of its own level product.

```lean
/-- For `m` pairwise commuting idempotents in a ring with sum `H`, the product
`H (H - 1) ⋯ (H - m)` vanishes. -/
theorem levelProduct_hamiltonian_eq_zero {R : Type*} [Ring R] {m : ℕ} (P : Fin m → R)
    (hP : ∀ i, P i * P i = P i) (hc : ∀ i j, Commute (P i) (P j)) :
    levelProduct (∑ i, P i) (m + 1) = 0 := by
  induction m with
  | zero => simp [levelProduct]
  | succ m ih =>
    have h0 := ih (fun i => P i.castSucc) (fun i => hP _) (fun i j => hc _ _)
    have hcomm : Commute (∑ i : Fin m, P i.castSucc) (P (Fin.last m)) :=
      Commute.sum_left _ _ _ (fun i _ => hc _ _)
    -- both sectors contain the vanishing product of the smaller system
    have h1 : levelProduct (∑ i : Fin m, P i.castSucc) (m + 1 + 1) = 0 := by
      rw [levelProduct, h0, zero_mul]
    rw [Fin.sum_univ_castSucc, levelProduct_sectors _ _ (hP _) hcomm, levelProduct_shift,
      h0, h1, mul_zero, zero_mul, zero_mul, add_zero]
```

`P : Fin m → R` is a list of $m$ ring elements, numbered $P_0, \dots, P_{m-1}$. The hypotheses `hP` and `hc` say that each is idempotent and that all pairs commute. Physically, each term costs one unit of energy or nothing, and all terms can be measured together. The conclusion, with $H = \sum_i P_i$, is

$$H(H-1)\cdots(H-m) = 0.$$

The proof is by induction on $m$. With no projectors, $H = 0$ and $L_1(0) = 0$. For the step, let $H'$ be the sum of the first $m$ projectors and $P_m$ the new one. The induction hypothesis is $L_{m+1}(H') = 0$, and the two preceding results give

$$L_{m+2}(H'+P_m) = (H'+1)\,L_{m+1}(H')\,P_m + L_{m+1}(H')\,(H'-(m+1))\,(1-P_m) = 0.$$

In Lean, `castSucc` selects the first $m$ indices and `Fin.last m` the new one.

## From the vanishing product to the energies

```lean
/-- Ring homomorphisms carry the level product of `H` to that of its image. -/
theorem map_levelProduct {R S F : Type*} [Ring R] [Ring S] [FunLike F R S]
    [RingHomClass F R S] (f : F) (H : R) (n : ℕ) :
    f (levelProduct H n) = levelProduct (f H) n := by
  induction n with
  | zero => simp [levelProduct]
  | succ n ih => simp only [levelProduct, map_mul, map_sub, map_natCast, ih]
```

A ring homomorphism $f$ respects sums, products and the unit 1, so $f(L_n(H)) = L_n(f(H))$. It is used below for inserting a number or an operator into a polynomial.

```lean
/-- A number in a field whose level product over `n` levels vanishes is one of
`0, 1, …, n - 1`. -/
theorem exists_level {K : Type*} [Field K] (E : K) (n : ℕ) (h : levelProduct E n = 0) :
    ∃ k : ℕ, k < n ∧ E = k := by
  induction n with
  | zero => exact absurd h one_ne_zero
  | succ n ih =>
    rw [levelProduct] at h
    rcases mul_eq_zero.mp h with h | h
    · obtain ⟨k, hk, hE⟩ := ih h
      exact ⟨k, by omega, hE⟩
    · exact ⟨n, by omega, sub_eq_zero.mp h⟩
```

If $E(E-1)\cdots(E-(n-1)) = 0$ for a number $E$ in a field, one factor must vanish, so $E = k$ for some $k < n$. The induction examines the last factor first. For $n = 0$ the empty product is 1 and the hypothesis is impossible.

```lean
/-- The spectrum of a sum of `m` pairwise commuting idempotents in an algebra over a field
consists of integers from `0` to `m`. -/
theorem spectrum_hamiltonian {K A : Type*} [Field K] [Ring A] [Algebra K A] {m : ℕ}
    (P : Fin m → A) (hP : ∀ i, P i * P i = P i) (hc : ∀ i j, Commute (P i) (P j))
    {E : K} (hE : E ∈ spectrum K (∑ i, P i)) : ∃ k : ℕ, k ≤ m ∧ E = k := by
  -- spectral mapping for the polynomial X (X - 1) ⋯ (X - m)
  have h : Polynomial.eval E (levelProduct (Polynomial.X : Polynomial K) (m + 1)) ∈
      spectrum K (Polynomial.aeval (∑ i, P i)
        (levelProduct (Polynomial.X : Polynomial K) (m + 1))) :=
    spectrum.subset_polynomial_aeval _ _ ⟨E, hE, rfl⟩
  rw [map_levelProduct, Polynomial.aeval_X, levelProduct_hamiltonian_eq_zero P hP hc,
    ← Polynomial.coe_evalRingHom, map_levelProduct, Polynomial.coe_evalRingHom,
    Polynomial.eval_X, spectrum.mem_iff, sub_zero] at h
  have h0 : levelProduct E (m + 1) = 0 := by
    by_contra hne
    exact h ((IsUnit.mk0 _ hne).map (algebraMap K A))
  obtain ⟨k, hk, hEk⟩ := exists_level E (m + 1) h0
  exact ⟨k, by omega, hEk⟩
```

`spectrum K a` is the set of numbers $E$ for which $E\cdot 1 - a$ has no inverse in the algebra; for a complex matrix these are the eigenvalues. The theorem says that every $E$ in the spectrum of $\sum_i P_i$ equals some integer $k$ with $0 \le k \le m$. Self-adjointness is not assumed.

By hand, let $q(X) = X(X-1)\cdots(X-m)$. The polynomial $q(E) - q(X)$ is divisible by $E - X$, so $q(E)\cdot 1 - q(H) = (E\cdot 1 - H)\,r(H)$ for some polynomial $r$, and the two factors commute. If the left side were invertible, $E\cdot 1 - H$ would be too. Hence $q(E)$ lies in the spectrum of $q(H) = 0$. A nonzero multiple of the identity is invertible, so $q(E) = 0$, and `exists_level` supplies $k$.

In the code, `spectrum.subset_polynomial_aeval` is this spectral mapping step, and the long `rw` evaluates the polynomial at $H$ and at $E$.

Both hypotheses matter. The projectors onto $|0\rangle$ and $(|0\rangle+|1\rangle)/\sqrt2$ do not commute, and their sum has eigenvalues $1 \pm 1/\sqrt2$. Without idempotence, the single term $P_0 = \tfrac12\cdot 1$ already has energy $\tfrac12$; unequal coupling strengths can spoil the integers in the same way.

## Stabilizer codes

```lean
/-- The operator `(1 - S) / 2` that penalises violation of the stabilizer condition `S = 1`. -/
noncomputable def violation {A : Type*} [Ring A] [Algebra ℂ A] (S : A) : A :=
  (1 / 2 : ℂ) • (1 - S)
```

For a stabilizer $S$ with outcomes $\pm1$, the operator $V = (1-S)/2$ is 0 where the condition $S = 1$ holds and 1 where it is violated. The symbol `•` multiplies an operator by a number.

```lean
/-- For `m` pairwise commuting stabilizers with `S i ^ 2 = 1`, the spectrum of the code
Hamiltonian `-∑ S i` lies in `{-m, -m + 2, …, m}`. -/
theorem spectrum_code {A : Type*} [Ring A] [Algebra ℂ A] {m : ℕ} (S : Fin m → A)
    (hS : ∀ i, S i * S i = 1) (hc : ∀ i j, Commute (S i) (S j))
    {E : ℂ} (hE : E ∈ spectrum ℂ (-∑ i, S i)) : ∃ k : ℕ, k ≤ m ∧ E = 2 * k - m := by
  have hV : ∀ i, violation (S i) * violation (S i) = violation (S i) := by
    intro i
    have h : (1 - S i) * (1 - S i) = (2 : ℂ) • (1 - S i) := by
      simp only [sub_mul, mul_sub, one_mul, mul_one, hS, two_smul]
      abel
    unfold violation
    rw [smul_mul_smul_comm, h, smul_smul]
    congr 1
    norm_num
  have hVc : ∀ i j, Commute (violation (S i)) (violation (S j)) := by
    intro i j
    have h : Commute (1 - S i) (1 - S j) :=
      (Commute.one_left _).sub_left ((Commute.one_right _).sub_right (hc i j))
    exact (h.smul_left _).smul_right _
  have hsum : ∑ i, violation (S i) = (1 / 2 : ℂ) • ((m : ℂ) • (1 : A) - ∑ i, S i) := by
    simp only [violation, ← Finset.smul_sum, Finset.sum_sub_distrib, Finset.sum_const,
      Finset.card_univ, Fintype.card_fin, Nat.cast_smul_eq_nsmul]
  -- an affine change of the energy scale leads back to commuting projectors
  have hmem : (E + m) / 2 ∈ spectrum ℂ (∑ i, violation (S i)) := by
    rw [spectrum.mem_iff] at hE ⊢
    intro hu
    apply hE
    have h : algebraMap ℂ A E - (-∑ i, S i) = algebraMap ℂ A 2 *
        (algebraMap ℂ A ((E + m) / 2) - ∑ i, violation (S i)) := by
      rw [hsum]
      simp only [Algebra.algebraMap_eq_smul_one, smul_mul_assoc, one_mul]
      module
    rw [h]
    exact ((IsUnit.mk0 (2 : ℂ) two_ne_zero).map (algebraMap ℂ A)).mul hu
  obtain ⟨k, hk, h⟩ := spectrum_hamiltonian _ hV hVc hmem
  exact ⟨k, hk, by linear_combination 2 * h⟩
```

The hypotheses are $S_i^2 = 1$, which restricts each check to the outcomes $\pm1$, and pairwise commutation. The conclusion is that every $E$ in the spectrum of $-\sum_i S_i$ has the form $E = 2k - m$ with $0 \le k \le m$.

First, $V_i$ is idempotent (`hV`):

$$V_i^2 = \tfrac14(1 - 2S_i + S_i^2) = \tfrac12(1-S_i) = V_i.$$

The $V_i$ commute because the $S_i$ do (`hVc`). Their sum is $\sum_i V_i = \tfrac12\left(m - \sum_i S_i\right)$ (`hsum`), so

$$E + \sum_i S_i = 2\left(\frac{E+m}{2} - \sum_i V_i\right).$$

If the left side has no inverse, neither does the bracket. Thus $(E+m)/2$ is in the spectrum of $\sum_i V_i$ (`hmem`), and the previous theorem makes it an integer $k$.

The same rescaling is useful in an exact diagonalisation of a small code: compute $(E+m)/2$ for each eigenvalue. Up to rounding, it should be an integer from 0 to $m$, the number of violated checks. If the matrix really is minus a sum of $m$ terms, any other value means that two of them do not commute or that one does not square to one; a check left out or included twice also shows up, as half-integers.

The theorem gives the allowed values, not which of them occur. Relations between checks can exclude some: if the product of all checks is 1, only even $k$ are possible.

```lean
/-- The two-qubit matrices `XX` and `ZZ` square to one and commute. -/
theorem spectrum_code_witness :
    let XX : Matrix (Fin 4) (Fin 4) ℂ := !![0, 0, 0, 1; 0, 0, 1, 0; 0, 1, 0, 0; 1, 0, 0, 0]
    let ZZ : Matrix (Fin 4) (Fin 4) ℂ := !![1, 0, 0, 0; 0, -1, 0, 0; 0, 0, -1, 0; 0, 0, 0, 1]
    XX * XX = 1 ∧ ZZ * ZZ = 1 ∧ XX * ZZ = ZZ * XX := by
  refine ⟨?_, ?_, ?_⟩ <;> ext i j <;> fin_cases i <;> fin_cases j <;>
    simp [Matrix.mul_apply, Fin.sum_univ_succ]
```

The matrices $X\otimes X$ and $Z\otimes Z$, in the basis $|00\rangle, |01\rangle, |10\rangle, |11\rangle$, satisfy the hypotheses. Lean compares the matrices entry by entry. In the Bell basis one reads off the energies of $-XX-ZZ$ as $-2, 0, 0, 2$, in line with $2k-2$.

## A register that reaches every level

```lean
/-- The projector onto the excited state of site `i` in a register of `m` two-level sites. -/
noncomputable def excited (m : ℕ) (i : Fin m) : Matrix (Fin m → Bool) (Fin m → Bool) ℂ :=
  Matrix.diagonal (fun c => if c i = true then 1 else 0)
```

A configuration `c : Fin m → Bool` says which of $m$ two-level sites are excited, and the $2^m$ configurations label the basis. `excited m i` is the diagonal projector $n_i$ onto the configurations in which site $i$ is excited.

```lean
/-- The excitation projectors of a register are idempotent and commute pairwise. -/
theorem excited_witness (m : ℕ) :
    (∀ i, excited m i * excited m i = excited m i) ∧
      ∀ i j, Commute (excited m i) (excited m j) := by
  constructor
  · intro i
    unfold excited
    rw [Matrix.diagonal_mul_diagonal]
    exact congrArg Matrix.diagonal (funext fun c => by by_cases h : c i = true <;> simp [h])
  · intro i j
    change excited m i * excited m j = excited m j * excited m i
    unfold excited
    rw [Matrix.diagonal_mul_diagonal, Matrix.diagonal_mul_diagonal]
    exact congrArg Matrix.diagonal (funext fun c => mul_comm _ _)
```

The $n_i$ are idempotent and commute, since diagonal matrices multiply entry by entry and the entries are 0 or 1.

```lean
/-- For the sum of the excitation projectors of `m` sites, every integer from `0` to `m`
belongs to the spectrum. -/
theorem every_level_attained (m k : ℕ) (hk : k ≤ m) :
    (k : ℂ) ∈ spectrum ℂ (∑ i, excited m i) := by
  rw [spectrum.mem_iff]
  intro hu
  have hdiag : algebraMap ℂ (Matrix (Fin m → Bool) (Fin m → Bool) ℂ) (k : ℂ)
      - ∑ i, excited m i
      = Matrix.diagonal (fun c => (k : ℂ) - ∑ i, if c i = true then 1 else 0) := by
    ext a b
    rw [Matrix.sub_apply, Matrix.algebraMap_matrix_apply]
    by_cases h : a = b
    · subst h
      simp [excited, Matrix.sum_apply]
    · simp [excited, Matrix.sum_apply, h]
  -- the configuration with exactly the first k sites excited
  have hcount : (∑ i : Fin m, if decide (i.val < k) = true then (1 : ℂ) else 0) = k := by
    simp only [decide_eq_true_eq]
    rw [Fin.sum_univ_eq_sum_range (fun i => if i < k then (1 : ℂ) else 0) m,
      Finset.sum_boole]
    have hf : (Finset.range m).filter (fun i => i < k) = Finset.range k := by
      ext i
      simp only [Finset.mem_filter, Finset.mem_range]
      omega
    rw [hf, Finset.card_range]
  rw [hdiag] at hu
  obtain ⟨B, hB⟩ := hu.exists_right_inv
  have h := congrFun (congrFun hB (fun i => decide (i.val < k))) (fun i => decide (i.val < k))
  rw [Matrix.diagonal_mul, hcount, sub_self, zero_mul, Matrix.one_apply_eq] at h
  exact zero_ne_one h

end CommutingProjectorHamiltonian
```

For every $k \le m$, the number $k$ is in the spectrum of $N = \sum_i n_i$, which counts excitations. For these non-interacting sites the range 0 to $m$ is filled completely, so the general bound cannot be tightened for any $m$.

By hand, take the configuration $c$ with exactly the first $k$ sites excited. The matrix $k\cdot 1 - N$ is diagonal (`hdiag`), and its entry at $c$ is $k - k = 0$ (`hcount`), so its whole row $c$ vanishes. If $B$ were a right inverse, the $(c,c)$ entry of $(k\cdot 1 - N)B = 1$ would read $0 = 1$. This contradiction is the last line of the proof.

```lean
#print axioms CommutingProjectorHamiltonian.spectrum_code
#print axioms CommutingProjectorHamiltonian.every_level_attained
```

```
'CommutingProjectorHamiltonian.spectrum_code' depends on axioms: [propext, Classical.choice, Quot.sound]
'CommutingProjectorHamiltonian.every_level_attained' depends on axioms: [propext, Classical.choice, Quot.sound]
```
